# The three-spinor invariant behind the Wigner 3j symmetries

Take complex polynomials in three spinors $(u_i, v_i)$, $i = 0, 1, 2$, with brackets $[ij] = u_i v_j - u_j v_i$. For all natural numbers $a, b, c$, zero included, the polynomial
$$F_{abc} = [01]^a\,[12]^b\,[20]^c$$
is nonzero, is annihilated by the total angular momentum operators $J_+$, $J_-$, $J_z$ defined below, and has degrees $a+c$, $a+b$, $b+c$ in spinors $0, 1, 2$. It gains $(-1)^{a+b+c}$ when $u$ and $v$ are exchanged, and becomes $(-1)^{a+b+c}F_{acb}$ when spinors $0$ and $1$ are exchanged.

## Physical setting

With $\hbar = 1$ the operators are
$$J_+ = \sum_i u_i \frac{\partial}{\partial v_i}, \qquad J_- = \sum_i v_i \frac{\partial}{\partial u_i}, \qquad J_z = \frac12 \sum_i \Big(u_i \frac{\partial}{\partial u_i} - v_i \frac{\partial}{\partial v_i}\Big).$$
In the usual dictionary, homogeneous polynomials of degree $2j$ in one spinor $(u,v)$ carry spin $j$, and the state of projection $m$ is $|j,m\rangle = u^{j+m}v^{j-m}/\sqrt{(j+m)!\,(j-m)!}$. Then $F_{abc}$ is a state of three spins $j_0 = (a+c)/2$, $j_1 = (a+b)/2$, $j_2 = (b+c)/2$ with total angular momentum zero, and $a+b+c = j_0+j_1+j_2$. In the same dictionary, and with the standard phase convention, its coefficients in the product basis are the 3j symbols multiplied by the norm of $F_{abc}$. Exchanging two spinors leaves the norm unchanged, so the two signs correspond to the factor $(-1)^{j_0+j_1+j_2}$ for reversing all projections and for exchanging two columns. These signs enter the angular parts of atomic matrix elements; here they are obtained for three coupled momenta and for the unnormalised polynomial $F_{abc}$ only.

## Statement

The theorem `three_spinor_invariant` has no hypothesis besides $a, b, c$ being naturals, and joins five claims.

1. $F_{abc} \neq 0$.
2. $J_+F_{abc} = J_-F_{abc} = J_zF_{abc} = 0$.
3. In every monomial of $F_{abc}$ the exponents of $u_i$ and $v_i$ add up to $a+c$, $a+b$, $b+c$ for $i = 0, 1, 2$.
4. Under $u_i \leftrightarrow v_i$ for all $i$ at once, $F_{abc} \mapsto (-1)^{a+b+c}F_{abc}$.
5. Under $(u_0,v_0) \leftrightarrow (u_1,v_1)$, $F_{abc} \mapsto (-1)^{a+b+c}F_{acb}$.

Three separate theorems accompany it. `J_commutation` gives $[J_+,J_-] = 2J_z$ and $[J_z,J_\pm] = \pm J_\pm$. `transform_F` gives $F_{abc} \mapsto (\det g)^{a+b+c}F_{abc}$ when one complex $2\times2$ matrix $g$, invertible or not, acts on all three spinors. `cycle_spinors_F` gives $F_{abc} \mapsto F_{cab}$ under the relabelling $0\to1\to2\to0$.

## Derivation

Only the term $i = j$ of each sum acts on spinor $j$:
$$J_+u_j = 0,\quad J_+v_j = u_j,\quad J_-u_j = v_j,\quad J_-v_j = 0,\quad J_zu_j = \tfrac12u_j,\quad J_zv_j = -\tfrac12v_j .$$
Each operator $D$ obeys the Leibniz rule $D(pq) = p\,Dq + q\,Dp$ for polynomials $p, q$, and so does a commutator of two such operators. It is therefore enough to compare commutators on $u_j$ and $v_j$:
$$[J_+,J_-]u_j = u_j,\quad [J_+,J_-]v_j = -v_j,\quad [J_z,J_+]u_j = 0,\quad [J_z,J_+]v_j = \tfrac12u_j + \tfrac12u_j = u_j,$$
$$[J_z,J_-]u_j = -\tfrac12v_j - \tfrac12v_j = -v_j,\quad [J_z,J_-]v_j = 0 .$$
These are the values of $2J_z$, $J_+$ and $-J_-$.

On a bracket, $J_+[ij] = u_iu_j - u_ju_i = 0$ and $J_-[ij] = v_iv_j - v_jv_i = 0$, while $J_z$ gives $\tfrac12 - \tfrac12 = 0$ on each product of one $u$ and one $v$. Since $D(p^n) = n\,p^{n-1}Dp$ for $n \ge 1$ and $D1 = 0$, every term of $DF_{abc}$ vanishes.

Let $e_i$ be the $i$-th unit vector of $\mathbb N^3$. Both terms of $[ij]$ have multidegree $e_i+e_j$, and multidegrees add under products, so $F_{abc}$ has
$$a(e_0+e_1) + b(e_1+e_2) + c(e_2+e_0) = (a+c,\ a+b,\ b+c).$$
At the spinors $(1,0)$, $(0,1)$, $(-1,-1)$ all three brackets equal $1$, so $F_{abc}$ takes the value $1$ and is not zero.

Substitutions respect sums and products, so they act bracket by bracket. With $u_i \mapsto g_{00}u_i + g_{01}v_i$ and $v_i \mapsto g_{10}u_i + g_{11}v_i$, the terms in $u_iu_j$ and $v_iv_j$ cancel and $[ij] \mapsto (g_{00}g_{11} - g_{01}g_{10})[ij]$. Exchanging $u$ and $v$ gives $v_iu_j - v_ju_i = -[ij]$, one sign for each of the $a+b+c$ factors. Exchanging spinors $0$ and $1$ gives
$$[10]^a[02]^b[21]^c = (-1)^{a+b+c}[01]^a[12]^c[20]^b = (-1)^{a+b+c}F_{acb},$$
by $[ij] = -[ji]$. The cyclic relabelling gives $[12]^a[20]^b[01]^c = F_{cab}$.

As an instance by hand, take $(a,b,c) = (0,1,1)$, spins $\tfrac12, \tfrac12, 1$:
$$F_{011} = -u_0u_1v_2^2 + (u_0v_1 + v_0u_1)\,u_2v_2 - v_0v_1u_2^2 .$$
Applying $J_+$ to the three parts gives $-2u_0u_1u_2v_2$, then $2u_0u_1u_2v_2 + (u_0v_1+v_0u_1)u_2^2$, then $-(u_0v_1+v_0u_1)u_2^2$, which sum to zero. Both exchanges leave $F_{011}$ unchanged, as $(-1)^2 = 1$ requires. With $u_2^2 = \sqrt2\,|1,1\rangle$, $u_2v_2 = |1,0\rangle$ and $v_2^2 = \sqrt2\,|1,-1\rangle$, the coefficients for $(m_0,m_1,m_2) = (\tfrac12,\tfrac12,-1)$, $(\tfrac12,-\tfrac12,0)$, $(-\tfrac12,\tfrac12,0)$, $(-\tfrac12,-\tfrac12,1)$ are $-\sqrt2, 1, 1, -\sqrt2$. The squared norm is $6$, and the normalised values are $-1/\sqrt3,\ 1/\sqrt6,\ 1/\sqrt6,\ -1/\sqrt3$.

## What the formal version assumes

The ring `P` is `MvPolynomial (Fin 3 ⊕ Fin 3) ℂ`: the left copy of `Fin 3` labels the $u_i$, the right copy the $v_i$, all commuting. `Jp`, `Jm`, `Jz` have type `Derivation ℂ P P`, complex-linear maps obeying the Leibniz rule, built from `pderiv`. The grading `spinorWeight` gives $u_i$ and $v_i$ the weight `unitDegree i`, which is $e_i$, and `IsWeightedHomogeneous` says that every monomial with nonzero coefficient has the stated weight. The zero polynomial meets this for every weight, so claim 1 is what makes the degrees definite. `swapUV` and `relabel` rename variables; `swapUV` is the plain exchange, a substitution of determinant $-1$, and differs from the spin rotation $u \mapsto v$, $v \mapsto -u$, whose determinant is $1$.

No 3j symbol is defined in the file: the basis $|j,m\rangle$, the inner product, the normalisation, the phase convention and the uniqueness of the invariant at fixed degrees, on which the link to the 3j symbols rests, belong to the physical reading above and are not covered by the Lean proof.

One could instead model $F_{abc}$ as an array of coefficients indexed by $(m_0,m_1,m_2)$ and acted on by spin matrices. The symmetries would then be statements about individual entries, closer to tabulated symbols. The price would be square roots $\sqrt{(j\mp m)(j\pm m+1)}$ in the ladder matrices, square roots of factorials in the entries of the array, index ranges that change when spinors are exchanged, and a recursion between entries in place of the Leibniz rule.

```lean
import Mathlib

open MvPolynomial

namespace ThreeSpinorSinglet

noncomputable section

/-- Complex polynomials in the components `u_i`, `v_i` of three spinors, `i = 0, 1, 2`. -/
abbrev P := MvPolynomial (Fin 3 ⊕ Fin 3) ℂ

/-- The upper component `u_i` of spinor `i`. -/
def u (i : Fin 3) : P := X (Sum.inl i)

/-- The lower component `v_i` of spinor `i`. -/
def v (i : Fin 3) : P := X (Sum.inr i)

/-- The partial derivative `∂/∂u_i`. -/
def du (i : Fin 3) : Derivation ℂ P P := pderiv (Sum.inl i)

/-- The partial derivative `∂/∂v_i`. -/
def dv (i : Fin 3) : Derivation ℂ P P := pderiv (Sum.inr i)

/-- The total raising operator `J₊ = ∑ u_i ∂/∂v_i`. -/
def Jp : Derivation ℂ P P := ∑ i : Fin 3, u i • dv i

/-- The total lowering operator `J₋ = ∑ v_i ∂/∂u_i`. -/
def Jm : Derivation ℂ P P := ∑ i : Fin 3, v i • du i

/-- The total projection `J_z = ½ ∑ (u_i ∂/∂u_i - v_i ∂/∂v_i)`. -/
def Jz : Derivation ℂ P P := (1 / 2 : ℂ) • ∑ i : Fin 3, (u i • du i - v i • dv i)

/-- The antisymmetric bracket `[ij] = u_i v_j - u_j v_i` of two spinors. -/
def bracket (i j : Fin 3) : P := u i * v j - u j * v i

/-- The coupling polynomial `F_abc = [01]^a [12]^b [20]^c`. -/
def F (a b c : ℕ) : P := bracket 0 1 ^ a * bracket 1 2 ^ b * bracket 2 0 ^ c

/-- The multidegree that is one in spinor `i` and zero in the other two. -/
def unitDegree (i : Fin 3) : Fin 3 → ℕ := fun k => if k = i then 1 else 0

/-- The grading in which both components of spinor `i` have degree one in spinor `i`. -/
def spinorWeight : Fin 3 ⊕ Fin 3 → (Fin 3 → ℕ)
  | Sum.inl i => unitDegree i
  | Sum.inr i => unitDegree i

/-- The substitution of `g (u_i, v_i)` for `(u_i, v_i)`, with the same 2×2 matrix `g` for all
three spinors. -/
def transform (g : Matrix (Fin 2) (Fin 2) ℂ) : P →ₐ[ℂ] P :=
  aeval (Sum.elim (fun i : Fin 3 => C (g 0 0) * u i + C (g 0 1) * v i)
    (fun i : Fin 3 => C (g 1 0) * u i + C (g 1 1) * v i))

/-- The exchange `u_i ↔ v_i` in all three spinors. -/
def swapUV : P →ₐ[ℂ] P := rename Sum.swap

/-- The relabelling that replaces spinor `i` by spinor `π i`. -/
def relabel (π : Fin 3 → Fin 3) : P →ₐ[ℂ] P := rename (Sum.map π π)

/-- The action of `J₊`, `J₋` and `J_z` on the two components of a spinor. -/
theorem J_on_components (j : Fin 3) :
    Jp (u j) = 0 ∧ Jp (v j) = u j ∧ Jm (u j) = v j ∧ Jm (v j) = 0 ∧
      Jz (u j) = (1 / 2 : ℂ) • u j ∧ Jz (v j) = -((1 / 2 : ℂ) • v j) := by
  -- the partial derivatives of the components
  have huu : ∀ i, du i (u j) = if i = j then 1 else 0 := by
    intro i
    by_cases h : i = j
    · rw [if_pos h, h]
      unfold du u
      exact pderiv_X_self _
    · rw [if_neg h]
      unfold du u
      apply pderiv_X_of_ne
      intro e
      exact h (Sum.inl.inj e).symm
  have hvv : ∀ i, dv i (v j) = if i = j then 1 else 0 := by
    intro i
    by_cases h : i = j
    · rw [if_pos h, h]
      unfold dv v
      exact pderiv_X_self _
    · rw [if_neg h]
      unfold dv v
      apply pderiv_X_of_ne
      intro e
      exact h (Sum.inr.inj e).symm
  have huv : ∀ i, du i (v j) = 0 := by
    intro i
    unfold du v
    apply pderiv_X_of_ne
    intro e
    cases e
  have hvu : ∀ i, dv i (u j) = 0 := by
    intro i
    unfold dv u
    apply pderiv_X_of_ne
    intro e
    cases e
  have hs : ∀ (D : Fin 3 → Derivation ℂ P P) (p : P), (∑ i, D i) p = ∑ i, D i p := by
    intro D p
    simp only [Fin.sum_univ_three, Derivation.add_apply]
  -- only the term `i = j` of each sum survives
  refine ⟨?_, ?_, ?_, ?_, ?_, ?_⟩ <;>
    simp only [Jp, Jm, Jz, Derivation.smul_apply, hs, Derivation.sub_apply, huu, huv, hvu, hvv,
      smul_eq_mul, mul_ite, mul_one, mul_zero, sub_zero, zero_sub, Finset.sum_neg_distrib,
      Finset.sum_ite_eq', Finset.mem_univ, if_true, Finset.sum_const_zero, smul_neg]

/-- The angular momentum commutation relations `[J₊, J₋] = 2 J_z`, `[J_z, J₊] = J₊` and
`[J_z, J₋] = -J₋`. -/
theorem J_commutation :
    ⁅Jp, Jm⁆ = (2 : ℂ) • Jz ∧ ⁅Jz, Jp⁆ = Jp ∧ ⁅Jz, Jm⁆ = -Jm := by
  -- a derivation is fixed by its values on the components
  have hext : ∀ D E : Derivation ℂ P P,
      (∀ j, D (u j) = E (u j)) → (∀ j, D (v j) = E (v j)) → D = E := by
    intro D E h1 h2
    apply derivation_ext
    rintro (j | j)
    · exact h1 j
    · exact h2 j
  refine ⟨hext _ _ ?_ ?_, hext _ _ ?_ ?_, hext _ _ ?_ ?_⟩
  all_goals
    intro j
    obtain ⟨h1, h2, h3, h4, h5, h6⟩ := J_on_components j
    simp only [Derivation.commutator_apply, Derivation.smul_apply, Derivation.neg_apply,
      map_zero, map_neg, Derivation.map_smul, h1, h2, h3, h4, h5, h6]
    module

/-- Every bracket `[ij]` is annihilated by `J₊`, `J₋` and `J_z`. -/
theorem J_bracket (i j : Fin 3) :
    Jp (bracket i j) = 0 ∧ Jm (bracket i j) = 0 ∧ Jz (bracket i j) = 0 := by
  obtain ⟨h1, h2, h3, h4, h5, h6⟩ := J_on_components i
  obtain ⟨k1, k2, k3, k4, k5, k6⟩ := J_on_components j
  refine ⟨?_, ?_, ?_⟩
  · simp only [bracket, map_sub, Derivation.leibniz, h1, h2, k1, k2, smul_eq_mul]
    ring
  · simp only [bracket, map_sub, Derivation.leibniz, h3, h4, k3, k4, smul_eq_mul]
    ring
  · simp only [bracket, map_sub, Derivation.leibniz, h5, h6, k5, k6, smul_eq_mul]
    simp only [Algebra.smul_def]
    ring

/-- The polynomial `F_abc` is annihilated by the total `J₊`, `J₋` and `J_z`. -/
theorem J_F (a b c : ℕ) : Jp (F a b c) = 0 ∧ Jm (F a b c) = 0 ∧ Jz (F a b c) = 0 := by
  -- Leibniz rule: a derivation that kills the brackets kills products of their powers
  have key : ∀ D : Derivation ℂ P P, (∀ i j, D (bracket i j) = 0) → D (F a b c) = 0 := by
    intro D h
    simp only [F, Derivation.leibniz, Derivation.leibniz_pow, h, smul_zero, add_zero]
  exact ⟨key Jp fun i j => (J_bracket i j).1, key Jm fun i j => (J_bracket i j).2.1,
    key Jz fun i j => (J_bracket i j).2.2⟩

/-- The bracket `[ij]` is homogeneous, carrying one degree in spinor `i` and one in spinor `j`. -/
theorem bracket_homogeneous (i j : Fin 3) :
    IsWeightedHomogeneous spinorWeight (bracket i j) (unitDegree i + unitDegree j) := by
  have hX : ∀ s, IsWeightedHomogeneous spinorWeight (X s : P) (spinorWeight s) := by
    intro s
    apply isWeightedHomogeneous_X
  have h1 : IsWeightedHomogeneous spinorWeight (u i * v j) (unitDegree i + unitDegree j) :=
    (hX (Sum.inl i)).mul (hX (Sum.inr j))
  have h2 : IsWeightedHomogeneous spinorWeight (u j * v i) (unitDegree i + unitDegree j) := by
    rw [add_comm (unitDegree i)]
    exact (hX (Sum.inl j)).mul (hX (Sum.inr i))
  -- homogeneous polynomials of a fixed multidegree form a subspace
  have h3 : u i * v j - u j * v i ∈
      weightedHomogeneousSubmodule ℂ spinorWeight (unitDegree i + unitDegree j) :=
    Submodule.sub_mem _ h1 h2
  exact h3

/-- The polynomial `F_abc` is homogeneous of degrees `a + c`, `a + b`, `b + c` in the three
spinors. -/
theorem F_homogeneous (a b c : ℕ) :
    IsWeightedHomogeneous spinorWeight (F a b c) ![a + c, a + b, b + c] := by
  -- the n-th power has n times the multidegree
  have hp : ∀ (p : P) (m : Fin 3 → ℕ), IsWeightedHomogeneous spinorWeight p m →
      ∀ n : ℕ, IsWeightedHomogeneous spinorWeight (p ^ n) (n • m) := by
    intro p m hm n
    induction n with
    | zero =>
      have e0 : (0 : ℕ) • m = 0 := zero_nsmul m
      rw [pow_zero, e0]
      apply isWeightedHomogeneous_one
    | succ n ih =>
      have e1 : (n + 1) • m = n • m + m := succ_nsmul m n
      rw [pow_succ, e1]
      exact ih.mul hm
  have h : IsWeightedHomogeneous spinorWeight (F a b c)
      (a • (unitDegree 0 + unitDegree 1) + b • (unitDegree 1 + unitDegree 2)
        + c • (unitDegree 2 + unitDegree 0)) :=
    ((hp _ _ (bracket_homogeneous 0 1) a).mul (hp _ _ (bracket_homogeneous 1 2) b)).mul
      (hp _ _ (bracket_homogeneous 2 0) c)
  have hdeg : a • (unitDegree 0 + unitDegree 1) + b • (unitDegree 1 + unitDegree 2)
      + c • (unitDegree 2 + unitDegree 0) = (![a + c, a + b, b + c] : Fin 3 → ℕ) := by
    funext k
    fin_cases k <;> simp [unitDegree]
  rw [hdeg] at h
  exact h

/-- The polynomial `F_abc` is not zero. -/
theorem F_ne_zero (a b c : ℕ) : F a b c ≠ 0 := by
  intro h
  -- at the spinors (1,0), (0,1), (-1,-1) all three brackets equal one
  have h1 : eval (Sum.elim ![1, 0, -1] ![0, 1, -1] : Fin 3 ⊕ Fin 3 → ℂ) (F a b c) = 1 := by
    simp [F, bracket, u, v]
  rw [h, map_zero] at h1
  exact zero_ne_one h1

/-- A common linear substitution `g` of all three spinors multiplies `F_abc` by
`(det g)^(a+b+c)`. -/
theorem transform_F (g : Matrix (Fin 2) (Fin 2) ℂ) (a b c : ℕ) :
    transform g (F a b c) = g.det ^ (a + b + c) • F a b c := by
  -- each bracket is multiplied by the determinant
  have hb : ∀ i j, transform g (bracket i j) = C g.det * bracket i j := by
    intro i j
    simp only [transform, bracket, u, v, map_sub, map_mul, aeval_X, Sum.elim_inl, Sum.elim_inr,
      Matrix.det_fin_two]
    ring
  simp only [F, smul_eq_C_mul, map_mul, map_pow, hb]
  ring

/-- Exchanging `u` and `v` in all spinors multiplies `F_abc` by `(-1)^(a+b+c)`. -/
theorem swapUV_F (a b c : ℕ) : swapUV (F a b c) = (-1) ^ (a + b + c) * F a b c := by
  have hb : ∀ i j, swapUV (bracket i j) = -1 * bracket i j := by
    intro i j
    simp only [swapUV, bracket, u, v, map_sub, map_mul, rename_X, Sum.swap_inl, Sum.swap_inr]
    ring
  simp only [F, map_mul, map_pow, hb, mul_pow, pow_add]
  ring

/-- Exchanging the first two spinors turns `F_abc` into `(-1)^(a+b+c) F_acb`. -/
theorem swap_spinors_F (a b c : ℕ) :
    relabel (Equiv.swap (0 : Fin 3) 1) (F a b c) = (-1) ^ (a + b + c) * F a c b := by
  have hb : ∀ i j, relabel (Equiv.swap (0 : Fin 3) 1) (bracket i j)
      = bracket (Equiv.swap (0 : Fin 3) 1 i) (Equiv.swap (0 : Fin 3) 1 j) := by
    intro i j
    simp only [relabel, bracket, u, v, map_sub, map_mul, rename_X, Sum.map_inl, Sum.map_inr]
  have hanti : ∀ i j, bracket i j = -1 * bracket j i := by
    intro i j
    unfold bracket
    ring
  have h0 : Equiv.swap (0 : Fin 3) 1 0 = 1 := by decide
  have h1 : Equiv.swap (0 : Fin 3) 1 1 = 0 := by decide
  have h2 : Equiv.swap (0 : Fin 3) 1 2 = 2 := by decide
  simp only [F, map_mul, map_pow, hb, h0, h1, h2]
  -- restore the cyclic order in each bracket, at the price of a sign
  rw [hanti 1 0, hanti 0 2, hanti 2 1]
  simp only [mul_pow, pow_add]
  ring

/-- The cyclic relabelling `0 → 1 → 2 → 0` of the spinors turns `F_abc` into `F_cab`, with no
sign. -/
theorem cycle_spinors_F (a b c : ℕ) :
    relabel (fun i => i + 1) (F a b c) = F c a b := by
  have hb : ∀ i j, relabel (fun i => i + 1) (bracket i j) = bracket (i + 1) (j + 1) := by
    intro i j
    simp only [relabel, bracket, u, v, map_sub, map_mul, rename_X, Sum.map_inl, Sum.map_inr]
  have h0 : (0 : Fin 3) + 1 = 1 := by decide
  have h1 : (1 : Fin 3) + 1 = 2 := by decide
  have h2 : (2 : Fin 3) + 1 = 0 := by decide
  simp only [F, map_mul, map_pow, hb, h0, h1, h2]
  ring

/-- `F_abc` is nonzero, annihilated by the total `J₊`, `J₋`, `J_z`, and homogeneous of degrees
`a + c`, `a + b`, `b + c`; it gains `(-1)^(a+b+c)` under `u ↔ v` and becomes
`(-1)^(a+b+c) F_acb` under exchange of the first two spinors. -/
theorem three_spinor_invariant (a b c : ℕ) :
    F a b c ≠ 0 ∧
      (Jp (F a b c) = 0 ∧ Jm (F a b c) = 0 ∧ Jz (F a b c) = 0) ∧
      IsWeightedHomogeneous spinorWeight (F a b c) ![a + c, a + b, b + c] ∧
      swapUV (F a b c) = (-1) ^ (a + b + c) * F a b c ∧
      relabel (Equiv.swap (0 : Fin 3) 1) (F a b c) = (-1) ^ (a + b + c) * F a c b :=
  ⟨F_ne_zero a b c, J_F a b c, F_homogeneous a b c, swapUV_F a b c, swap_spinors_F a b c⟩

end

end ThreeSpinorSinglet
```

```lean
#print axioms ThreeSpinorSinglet.J_commutation
#print axioms ThreeSpinorSinglet.transform_F
#print axioms ThreeSpinorSinglet.cycle_spinors_F
#print axioms ThreeSpinorSinglet.three_spinor_invariant
```

```
'ThreeSpinorSinglet.J_commutation' depends on axioms: [propext, Classical.choice, Quot.sound]
'ThreeSpinorSinglet.transform_F' depends on axioms: [propext, Classical.choice, Quot.sound]
'ThreeSpinorSinglet.cycle_spinors_F' depends on axioms: [propext, Classical.choice, Quot.sound]
'ThreeSpinorSinglet.three_spinor_invariant' depends on axioms: [propext, Classical.choice, Quot.sound]
```

## Notes on the proof

`J_on_components` computes the four families of partial derivatives (`huu`, `hvv`, `huv`, `hvu`) and collapses each sum to its $i = j$ term with `Finset.sum_ite_eq'`. `J_commutation` reduces to the six evaluations on $u_j$ and $v_j$ above, each closed by `module`. `J_bracket` expands with `Derivation.leibniz`, and `ring` performs the cancellations.

`bracket_homogeneous` treats the two products separately and subtracts them inside `weightedHomogeneousSubmodule`. In `F_homogeneous`, `hp` is the induction for powers and `hdeg` checks the multidegree one component at a time. `F_ne_zero` evaluates at the point whose $u$ values are `![1, 0, -1]` and whose $v$ values are `![0, 1, -1]`.

The four substitution theorems share one shape: `hb` gives the image of a general bracket, and `map_mul` and `map_pow` carry it through the product. `swapUV_F` is proved directly, without `transform_F`. In `swap_spinors_F` the three rewrites by `hanti` produce the signs.

A reusable technique is to bundle first-order differential operators that have no multiplication term as `Derivation` objects. An equality between two such operators then reduces by `derivation_ext` to a check on the variables, as in `hext`, and an annihilation argument is proved once for an arbitrary `D`, as in `key` of `J_F`, and applied to all three operators.
